# In a stable pair of linearly polarisable fragments, the stiffness of one stays positive definite after the other relaxes

Two fragments with finite real polarisability matrices $A$ and $B$ are coupled by a real matrix $T$, and their quadratic energy has the block matrix with $A^{-1}$ and $B^{-1}$ on the diagonal and $-T$ and $-T^{\mathsf T}$ off it. The theorem `relaxed_posDef` says that if this block matrix is positive definite, then so is $A^{-1} - TBT^{\mathsf T}$, the stiffness left for the first fragment once the second has relaxed in its field. The proof takes a nonzero moment $x$ on the first fragment and gives the second its response $BT^{\mathsf T}x$. The block matrix should then send this pair to $(A^{-1} - TBT^{\mathsf T})x$ on the first fragment and zero on the second, so that the positivity of the coupled energy gives the claim.

As first written in Lean, the proof fails:

```lean
import Mathlib

open Matrix

namespace RelaxedPosDef

noncomputable section

variable {m n : Type*} [Fintype m] [DecidableEq m] [Fintype n] [DecidableEq n]

/-- The matrix of the quadratic energy of two coupled fragments with invertible
polarisabilities `A`, `B` and coupling `T`. -/
def coupledStiffness (A : Matrix m m ℝ) (B : Matrix n n ℝ) (T : Matrix m n ℝ) :
    Matrix (m ⊕ n) (m ⊕ n) ℝ :=
  fromBlocks A⁻¹ (-T) (-Tᵀ) B⁻¹

/-- If the coupled pair is stable, both fragment polarisabilities are positive definite. -/
theorem fragments_posDef {A : Matrix m m ℝ} {B : Matrix n n ℝ} {T : Matrix m n ℝ}
    (h : (coupledStiffness A B T).PosDef) : A.PosDef ∧ B.PosDef := by
  have hH := isHermitian_fromBlocks_iff.1 h.isHermitian
  constructor
  · refine posDef_inv_iff.1 (posDef_iff_dotProduct_mulVec.2 ⟨hH.1, fun x hx => ?_⟩)
    have hq := h.dotProduct_mulVec_pos (x := Sum.elim x 0)
      (fun h0 => hx (funext fun i => congrFun h0 (Sum.inl i)))
    simpa [coupledStiffness, fromBlocks_mulVec, dotProduct, Fintype.sum_sum_type] using hq
  · refine posDef_inv_iff.1 (posDef_iff_dotProduct_mulVec.2 ⟨hH.2.2.2, fun x hx => ?_⟩)
    have hq := h.dotProduct_mulVec_pos (x := Sum.elim 0 x)
      (fun h0 => hx (funext fun i => congrFun h0 (Sum.inr i)))
    simpa [coupledStiffness, fromBlocks_mulVec, dotProduct, Fintype.sum_sum_type] using hq

/-- If the coupled pair is stable, the stiffness of fragment A stays positive definite after
fragment B has relaxed in its field. -/
theorem relaxed_posDef {A : Matrix m m ℝ} {B : Matrix n n ℝ} {T : Matrix m n ℝ}
    (h : (coupledStiffness A B T).PosDef) : (A⁻¹ - T * B * Tᵀ).PosDef := by
  obtain ⟨hA, hB⟩ := fragments_posDef h
  have hBt : Bᵀ = B := by
    simpa only [conjTranspose_eq_transpose_of_trivial] using hB.isHermitian.eq
  refine posDef_iff_dotProduct_mulVec.2 ⟨hA.inv.isHermitian.sub ?_, fun x hx => ?_⟩
  · rw [IsHermitian, conjTranspose_eq_transpose_of_trivial]
    simp only [transpose_mul, transpose_transpose, hBt, Matrix.mul_assoc]
  -- fragment B responds with the moment `B Tᵀ x`
  have hq := h.dotProduct_mulVec_pos (x := Sum.elim x (B *ᵥ (Tᵀ *ᵥ x)))
    (fun h0 => hx (funext fun i => congrFun h0 (Sum.inl i)))
  have h2 : B⁻¹ *ᵥ (B *ᵥ (Tᵀ *ᵥ x)) = Tᵀ *ᵥ x := by
    rw [mulVec_mulVec, nonsing_inv_mul _ hB.det_pos.ne'.isUnit, one_mulVec]
  have e : coupledStiffness A B T *ᵥ Sum.elim x (B *ᵥ (Tᵀ *ᵥ x)) =
      Sum.elim ((A⁻¹ - T * B * Tᵀ) *ᵥ x) 0 := by
    rw [coupledStiffness, fromBlocks_mulVec, Sum.elim_comp_inl, Sum.elim_comp_inr, h2]
    simp only [sub_eq_add_neg, add_mulVec, neg_mulVec, mulVec_mulVec, Matrix.mul_assoc,
      neg_add_cancel]
  rw [e] at hq
  simpa [dotProduct, Fintype.sum_sum_type] using hq

end

end RelaxedPosDef
```

Lean reports:

```
Main.lean:47:46: error: unsolved goals
m : Type u_1
n : Type u_2
inst✝³ : Fintype m
inst✝² : DecidableEq m
inst✝¹ : Fintype n
inst✝ : DecidableEq n
A : Matrix m m ℝ
B : Matrix n n ℝ
T : Matrix m n ℝ
h : (coupledStiffness A B T).PosDef
hA : A.PosDef
hB : B.PosDef
hBt : Bᵀ = B
x : m → ℝ
hx : x ≠ 0
hq : 0 < star (x ⊕ᵥ B *ᵥ Tᵀ *ᵥ x) ⬝ᵥ coupledStiffness A B T *ᵥ (x ⊕ᵥ B *ᵥ Tᵀ *ᵥ x)
h2 : B⁻¹ *ᵥ B *ᵥ Tᵀ *ᵥ x = Tᵀ *ᵥ x
⊢ A⁻¹ *ᵥ x + (-T * (B * Tᵀ)) *ᵥ x ⊕ᵥ 0 = A⁻¹ *ᵥ x + -((T * (B * Tᵀ)) *ᵥ x) ⊕ᵥ 0
```

Cause. The error is in the equation `e`, which computes the action of the block matrix on the pair. The second component has already become `0` on both sides, and what remains is a minus sign in the first: the left side has `(-T * (B * Tᵀ)) *ᵥ x`, the right side `-((T * (B * Tᵀ)) *ᵥ x)`. These are equal, but `simp only` had no rule to bring them to the same form.

On the left, `mulVec_mulVec` merged the successive actions on `x` into one matrix product with `-T` as its first factor. The lemma `neg_mulVec` takes a sign out only when the whole matrix is a negation, and here the matrix is a product with the sign inside, so it no longer applied.

The repair adds `Matrix.neg_mul`, which rewrites `-T * (B * Tᵀ)` as `-(T * (B * Tᵀ))`. Then `neg_mulVec` can move the sign outside the action on `x`, and the two sides agree.

After these edits no error is left:

```diff
@@ -48,5 +48,5 @@
     rw [coupledStiffness, fromBlocks_mulVec, Sum.elim_comp_inl, Sum.elim_comp_inr, h2]
     simp only [sub_eq_add_neg, add_mulVec, neg_mulVec, mulVec_mulVec, Matrix.mul_assoc,
-      neg_add_cancel]
+      Matrix.neg_mul, neg_add_cancel]
   rw [e] at hq
   simpa [dotProduct, Fintype.sum_sum_type] using hq
```
